# The product of CAR number operators has trace d/2^m, so 2^m divides d

A qubit encoding that represents every creation and annihilation operator of m fermionic modes assigns matrices c_1, …, c_m that obey the canonical anticommutation relations (CAR). The relations do not mention the matrix size d, so without a constraint on d one could search for one mode on a three-level system, or for m modes on fewer than m qubits. For finite complex matrices with the conjugate transpose as adjoint, both searches fail: 2^m divides d, so d ≥ 2^m when d > 0. Here d is the dimension of the whole space on which the relations hold. Two levels of a three-level system can still carry one mode, but the relations then hold on a subspace with d = 2. Encodings restricted to a sector of fixed parity or particle number do not represent the individual c_i, can use fewer qubits, and are not covered by this bound. The Jordan-Wigner uniqueness theorem also identifies every such representation, up to unitary equivalence, with copies of the Fock representation; only the dimension count is proved here.

## Objects

Matrices are indexed by a finite type `n`, with d = `Fintype.card n`, and modes by a type `ι`. The symbol `ᴴ` is †. Infinite-dimensional spaces are not covered.

In Lean 4 with Mathlib:

```lean
import Mathlib

open Matrix
open scoped Kronecker

namespace CARDimension

noncomputable section

variable {ι n : Type*} [DecidableEq ι] [Fintype n] [DecidableEq n]
```

The hypothesis on the matrices c_i is

c_i c_j + c_j c_i = 0,  c_i c_j† + c_j† c_i = δ_ij 1.

```lean
/-- The canonical anticommutation relations for matrices `c i`, with the conjugate transpose as
adjoint: `{c_i, c_j} = 0` and `{c_i, c_j†} = δ_ij`. -/
structure IsCAR (c : ι → Matrix n n ℂ) : Prop where
  anti_cc : ∀ i j, c i * c j + c j * c i = 0
  anti_cd : ∀ i j, c i * (c j)ᴴ + (c j)ᴴ * c i = if i = j then 1 else 0
```

A projection means an orthogonal one, P† = P and P² = P.

```lean
/-- An orthogonal projection: a Hermitian and idempotent matrix. -/
structure IsProjection (P : Matrix n n ℂ) : Prop where
  herm : Pᴴ = P
  idem : P * P = P
```

The number operator is n_i = c_i† c_i.

```lean
/-- The number operator `n_i = c_i† c_i` of mode `i`. -/
def numOp (c : ι → Matrix n n ℂ) (i : ι) : Matrix n n ℂ := (c i)ᴴ * c i
```

An occupation pattern s selects p_i = n_i for an occupied mode and p_i = 1 − n_i for an empty one.

```lean
/-- The factor `n_i` if the pattern `s` marks mode `i` as occupied, and `1 - n_i` otherwise. -/
def modeProj (c : ι → Matrix n n ℂ) (s : ι → Bool) (i : ι) : Matrix n n ℂ :=
  if s i then numOp c i else 1 - numOp c i
```

A list l = (i_1, …, i_k) of modes gives the ordered product

P_l = p_(i_1) ⋯ p_(i_k),

which is 1 for the empty list.

```lean
/-- The ordered product of the factors `n_i` or `1 - n_i` over a list of modes. -/
def sector (c : ι → Matrix n n ℂ) (s : ι → Bool) (l : List ι) : Matrix n n ℂ :=
  (l.map (modeProj c s)).prod
```

The product n_1 ⋯ n_m runs over `Fin m`, which counts modes from 0.

```lean
/-- The product `n_1 n_2 ⋯ n_m` of the number operators of all `m` modes. -/
def numProd {m : ℕ} (c : Fin m → Matrix n n ℂ) : Matrix n n ℂ :=
  ((List.finRange m).map (numOp c)).prod
```

## One mode

The relations at i = j read 2c² = 0 and c c† = 1 − c†c. Then

n² = c†(c c†)c = c†(1 − c†c)c = c†c − c†c†(c c) = n,

and n† = c†c†† = n. The `calc` block is this chain, with `h0` as c² = 0. That relation is needed: the 1×1 matrix c = 1/√2 obeys c c† + c†c = 1, yet n = 1/2 is not idempotent and 2 does not divide 1.

```lean
/-- Under the CAR every number operator is an orthogonal projection. -/
theorem numOp_isProjection {c : ι → Matrix n n ℂ} (h : IsCAR c) (i : ι) :
    IsProjection (numOp c i) := by
  -- c_i squares to zero
  have h0 : c i * c i = 0 := by
    ext a b
    have e : (c i * c i) a b + (c i * c i) a b = 0 := congrFun (congrFun (h.anti_cc i i) a) b
    show (c i * c i) a b = 0
    linear_combination (1 / 2 : ℂ) * e
  have hd := h.anti_cd i i
  rw [if_pos rfl] at hd
  have h1 : c i * (c i)ᴴ = 1 - (c i)ᴴ * c i := eq_sub_of_add_eq hd
  constructor
  · unfold numOp
    rw [conjTranspose_mul, conjTranspose_conjTranspose]
  · unfold numOp
    calc (c i)ᴴ * c i * ((c i)ᴴ * c i) = (c i)ᴴ * (c i * (c i)ᴴ) * c i := by
          simp only [Matrix.mul_assoc]
      _ = (c i)ᴴ * (1 - (c i)ᴴ * c i) * c i := by rw [h1]
      _ = (c i)ᴴ * c i - (c i)ᴴ * (c i)ᴴ * (c i * c i) := by noncomm_ring
      _ = (c i)ᴴ * c i := by rw [h0]; simp
```

## Different modes

For i ≠ j, c_j anticommutes with both c_i† and c_i, and the two signs cancel:

c_j c_i† c_i = −c_i† c_j c_i = c_i† c_i c_j.

The adjoint of c_j n_i = n_i c_j, with n_i† = n_i, gives the same for c_j† (`e'`).

```lean
/-- The operators `c_j` and `c_j†` commute with the number operator of a different mode `i`. -/
theorem commute_numOp {c : ι → Matrix n n ℂ} (h : IsCAR c) {i j : ι} (hij : i ≠ j) :
    Commute (c j) (numOp c i) ∧ Commute (c j)ᴴ (numOp c i) := by
  have ha : c j * c i = -(c i * c j) := eq_neg_of_add_eq_zero_left (h.anti_cc j i)
  have hd := h.anti_cd j i
  rw [if_neg hij.symm] at hd
  have hb : c j * (c i)ᴴ = -((c i)ᴴ * c j) := eq_neg_of_add_eq_zero_left hd
  -- two sign changes cancel
  have e : c j * numOp c i = numOp c i * c j := by
    unfold numOp
    calc c j * ((c i)ᴴ * c i) = c j * (c i)ᴴ * c i := by simp only [Matrix.mul_assoc]
      _ = -((c i)ᴴ * c j) * c i := by rw [hb]
      _ = -((c i)ᴴ * (c j * c i)) := by noncomm_ring
      _ = -((c i)ᴴ * -(c i * c j)) := by rw [ha]
      _ = (c i)ᴴ * c i * c j := by noncomm_ring
  -- the adjoint relation
  have e' := congrArg conjTranspose e
  rw [conjTranspose_mul, conjTranspose_mul, (numOp_isProjection h i).herm] at e'
  exact ⟨e, e'.symm⟩
```

A matrix commuting with n_i commutes with 1 − n_i (`m1`), and one commuting with two factors commutes with their product. Induction on l shows that c_j and c_j† commute with P_l when j is not in l.

```lean
/-- The operators `c_j` and `c_j†` commute with a sector product over modes other than `j`. -/
theorem commute_sector {c : ι → Matrix n n ℂ} (h : IsCAR c) (s : ι → Bool) {j : ι} {l : List ι}
    (hj : j ∉ l) : Commute (c j) (sector c s l) ∧ Commute (c j)ᴴ (sector c s l) := by
  induction l with
  | nil =>
    have e : sector c s [] = 1 := by simp [sector]
    rw [e]
    exact ⟨Commute.one_right _, Commute.one_right _⟩
  | cons a l ih =>
    have e : sector c s (a :: l) = modeProj c s a * sector c s l := by simp [sector]
    have haj : a ≠ j := fun e => hj (by simp [e])
    have hjl : j ∉ l := fun e => hj (List.mem_cons_of_mem _ e)
    obtain ⟨h1, h2⟩ := commute_numOp h haj
    have m1 : ∀ X : Matrix n n ℂ, Commute X (numOp c a) → Commute X (modeProj c s a) := by
      intro X hX
      unfold modeProj
      split_ifs
      · exact hX
      · exact (Commute.one_right X).sub_right hX
    rw [e]
    exact ⟨(m1 _ h1).mul_right (ih hjl).1, (m1 _ h2).mul_right (ih hjl).2⟩
```

## Halving the trace

Let a a† + a†a = 1 and aP = Pa. Moving a through P and then round the trace gives `e1`,

tr(a†a P) = tr(a†P a) = tr(a a†P),

and the anticommutator gives `e2`,

tr(a a†P) + tr(a†a P) = tr P.

Both terms therefore equal tr P / 2, and a a† = 1 − a†a covers the empty mode.

```lean
/-- If `{a, a†} = 1` and `P` commutes with `a`, then `a† a P` and `(1 - a† a) P` each have half
the trace of `P`. -/
theorem trace_half (a P : Matrix n n ℂ) (h : a * aᴴ + aᴴ * a = 1) (hP : Commute a P) :
    trace (aᴴ * a * P) = trace P / 2 ∧ trace ((1 - aᴴ * a) * P) = trace P / 2 := by
  have hP' : a * P = P * a := hP
  -- move `a` through `P` and then around the trace
  have e1 : trace (aᴴ * a * P) = trace (a * aᴴ * P) :=
    calc trace (aᴴ * a * P) = trace (aᴴ * P * a) := by
          rw [Matrix.mul_assoc, hP', ← Matrix.mul_assoc]
      _ = trace (a * (aᴴ * P)) := trace_mul_comm _ _
      _ = trace (a * aᴴ * P) := by rw [Matrix.mul_assoc]
  have e2 : trace (a * aᴴ * P) + trace (aᴴ * a * P) = trace P := by
    rw [← trace_add, ← Matrix.add_mul, h, Matrix.one_mul]
  have e3 : 1 - aᴴ * a = a * aᴴ := (eq_sub_of_add_eq h).symm
  constructor
  · linear_combination (e1 + e2) / 2
  · rw [e3]
    linear_combination (e2 - e1) / 2
```

For commuting projections,

(PQ)† = QP = PQ,  PQPQ = PPQQ = PQ.

```lean
omit [DecidableEq n] in
/-- The product of two commuting orthogonal projections is an orthogonal projection. -/
theorem isProjection_mul {P Q : Matrix n n ℂ} (hP : IsProjection P) (hQ : IsProjection Q)
    (h : Commute P Q) : IsProjection (P * Q) := by
  have h' : P * Q = Q * P := h
  constructor
  · rw [conjTranspose_mul, hP.herm, hQ.herm]
    exact h'.symm
  · calc P * Q * (P * Q) = P * (Q * P) * Q := by simp only [Matrix.mul_assoc]
      _ = P * (P * Q) * Q := by rw [← h']
      _ = P * P * (Q * Q) := by simp only [Matrix.mul_assoc]
      _ = P * Q := by rw [hP.idem, hQ.idem]
```

An idempotent P is the identity on its range and zero on a complement, so in an adapted basis it is diagonal with rank P ones, and tr P = rank P. The fact `hp` says that v ↦ Pv projects onto its range, `hp.trace` is Mathlib's trace formula for such maps, and `hm` equates the trace of the map with that of the matrix. Hermiticity is not used.

```lean
/-- The trace of an idempotent matrix equals its rank. -/
theorem trace_eq_rank (P : Matrix n n ℂ) (h : P * P = P) : trace P = (P.rank : ℂ) := by
  have hp : LinearMap.IsProj (LinearMap.range P.mulVecLin) P.mulVecLin := by
    constructor
    · intro x
      exact LinearMap.mem_range_self _ x
    · rintro x ⟨y, rfl⟩
      simp only [Matrix.mulVecLin_apply, Matrix.mulVec_mulVec, h]
  have ht := hp.trace
  have hm : LinearMap.trace ℂ (n → ℂ) P.mulVecLin = trace P := by
    rw [← Matrix.toLin'_apply', LinearMap.trace_eq_matrix_trace ℂ (Pi.basisFun ℂ n),
      LinearMap.toMatrix_eq_toMatrix', LinearMap.toMatrix'_toLin']
  exact hm.symm.trans ht
```

## Induction over modes

For k distinct modes (`l.Nodup`) and any pattern s, P_l is a projection and

tr P_l = d / 2^k.

The empty list gives the identity, of trace d. For a new mode a not in l, both c_a and c_a† commute with P_l, hence n_a and p_a do (`cn`, `cm`). The factor p_a is a projection, since (1 − n)² = 1 − 2n + n² = 1 − n (`pm`), so p_a P_l is one too, and

tr(p_a P_l) = tr P_l / 2 = d / 2^(k+1).

Distinctness matters: for the list (i, i) with i occupied, n_i n_i = n_i has trace d/2 and not d/4.

```lean
/-- For `k` distinct modes and any occupation pattern, the sector product is an orthogonal
projection of trace `d / 2^k`. -/
theorem sector_spec {c : ι → Matrix n n ℂ} (h : IsCAR c) (s : ι → Bool) {l : List ι}
    (hl : l.Nodup) :
    IsProjection (sector c s l) ∧
      trace (sector c s l) = (Fintype.card n : ℂ) / 2 ^ l.length := by
  induction l with
  | nil =>
    have e : sector c s [] = 1 := by simp [sector]
    rw [e]
    exact ⟨⟨by simp, by simp⟩, by simp⟩
  | cons a l ih =>
    have e : sector c s (a :: l) = modeProj c s a * sector c s l := by simp [sector]
    obtain ⟨ha, hl'⟩ := List.nodup_cons.mp hl
    obtain ⟨hq, qt⟩ := ih hl'
    obtain ⟨c1, c2⟩ := commute_sector h s ha
    have hn := numOp_isProjection h a
    have cn : Commute (numOp c a) (sector c s l) := c2.mul_left c1
    have cm : Commute (modeProj c s a) (sector c s l) := by
      unfold modeProj
      split_ifs
      · exact cn
      · exact (Commute.one_left _).sub_left cn
    have pm : IsProjection (modeProj c s a) := by
      unfold modeProj
      split_ifs
      · exact hn
      · constructor
        · rw [conjTranspose_sub, conjTranspose_one, hn.herm]
        · calc (1 - numOp c a) * (1 - numOp c a)
              = 1 - numOp c a - numOp c a + numOp c a * numOp c a := by noncomm_ring
            _ = 1 - numOp c a := by rw [hn.idem]; abel
    -- each new mode halves the trace
    have hd := h.anti_cd a a
    rw [if_pos rfl] at hd
    have hh := trace_half (c a) (sector c s l) hd c1
    have ht : trace (modeProj c s a * sector c s l) = trace (sector c s l) / 2 := by
      unfold modeProj
      split_ifs
      · exact hh.1
      · exact hh.2
    rw [e]
    refine ⟨isProjection_mul pm hq cm, ?_⟩
    rw [ht, qt, List.length_cons, pow_succ, div_div]
```

Replacing trace by rank gives 2^k · rank P_l = d in ℂ, and `Nat.cast_injective` turns this into an equation of natural numbers. Every occupation pattern of the same k modes thus has a sector of the same rank.

```lean
/-- For `k` distinct modes and any occupation pattern, `2^k` times the rank of the sector
product is the dimension `d`. -/
theorem sector_rank {c : ι → Matrix n n ℂ} (h : IsCAR c) (s : ι → Bool) {l : List ι}
    (hl : l.Nodup) : 2 ^ l.length * (sector c s l).rank = Fintype.card n := by
  obtain ⟨hp, ht⟩ := sector_spec h s hl
  rw [trace_eq_rank _ hp.idem] at ht
  have e : ((2 ^ l.length * (sector c s l).rank : ℕ) : ℂ) = ((Fintype.card n : ℕ) : ℂ) := by
    push_cast
    rw [ht]
    field_simp
  exact Nat.cast_injective e
```

## The result

With all m modes occupied, P_l = n_1 ⋯ n_m. The theorem `numProd_spec` states that under the CAR this matrix is an orthogonal projection, that

tr(n_1 ⋯ n_m) = d / 2^m,  2^m · rank(n_1 ⋯ n_m) = d,

and that 2^m divides d, the rank being the quotient.

```lean
/-- For `d × d` matrices `c_1, …, c_m` obeying the CAR, `n_1 ⋯ n_m` is an orthogonal projection
of trace `d / 2^m`, its rank times `2^m` is `d`, and `2^m` divides `d`. -/
theorem numProd_spec {m : ℕ} {c : Fin m → Matrix n n ℂ} (h : IsCAR c) :
    IsProjection (numProd c) ∧
      trace (numProd c) = (Fintype.card n : ℂ) / 2 ^ m ∧
      2 ^ m * (numProd c).rank = Fintype.card n ∧
      2 ^ m ∣ Fintype.card n := by
  -- the fully occupied pattern over all modes
  have hm : modeProj c (fun _ => true) = numOp c := by
    funext i
    simp [modeProj]
  have e : numProd c = sector c (fun _ => true) (List.finRange m) := by
    unfold numProd sector
    rw [hm]
  have hnd : (List.finRange m).Nodup := by simp [List.nodup_finRange]
  have hlen : (List.finRange m).length = m := by simp
  obtain ⟨hp, ht⟩ := sector_spec h (fun _ => true) hnd
  have hr := sector_rank h (fun _ => true) hnd
  rw [hlen] at ht hr
  rw [e]
  exact ⟨hp, ht, hr, ⟨_, hr.symm⟩⟩
```

A divisor of a positive number does not exceed it, so `[Nonempty n]` yields 2^m ≤ d. At d = 0 the CAR hold for any m, because 1 = 0 there, and the bound fails.

```lean
/-- A nonzero-dimensional matrix representation of the CAR for `m` modes has dimension at
least `2^m`. -/
theorem two_pow_le_dim [Nonempty n] {m : ℕ} {c : Fin m → Matrix n n ℂ} (h : IsCAR c) :
    2 ^ m ≤ Fintype.card n :=
  Nat.le_of_dvd Fintype.card_pos (numProd_spec h).2.2.2
```

## Two modes on two qubits

The matrix σ⁻ = |0⟩⟨1| makes |1⟩ the occupied state. The minus sign refers to lowering the occupation; in terms of Pauli matrices this is (X + iY)/2, which the spin convention writes as σ⁺.

```lean
/-- The single-qubit operator `|0⟩⟨1|`. -/
def sigmaMinus : Matrix (Fin 2) (Fin 2) ℂ := !![0, 1; 0, 0]
```

The matrix Z = diag(1, −1) supplies the fermionic sign.

```lean
/-- The Pauli `Z` matrix. -/
def pauliZ : Matrix (Fin 2) (Fin 2) ℂ := !![1, 0; 0, -1]
```

The Jordan-Wigner operators are

c_1 = σ⁻ ⊗ 1,  c_2 = Z ⊗ σ⁻.

```lean
/-- The Jordan-Wigner annihilation operators of two modes on two qubits. -/
def jw : Fin 2 → Matrix (Fin 2 × Fin 2) (Fin 2 × Fin 2) ℂ :=
  ![sigmaMinus ⊗ₖ (1 : Matrix (Fin 2) (Fin 2) ℂ), pauliZ ⊗ₖ sigmaMinus]
```

With (A⊗B)(C⊗D) = AC ⊗ BD, each of the eight relations reduces to one-qubit identities checked entry by entry: (σ⁻)² = 0, Z² = 1, {σ⁻, Z} = 0, {Z, σ⁻†} = 0 and {σ⁻, σ⁻†} = 1. For example,

{c_1, c_2} = {σ⁻, Z} ⊗ σ⁻ = 0,  {c_2, c_2†} = Z² ⊗ {σ⁻, σ⁻†} = 1.

The rank of n_1 n_2 comes from `numProd_spec`: 4 · rank = 4 forces rank one, and d = 2^m is attained for m = 2.

```lean
/-- The two-mode Jordan-Wigner operators obey the CAR, and `n_1 n_2` has rank one. -/
theorem jw_witness : IsCAR jw ∧ (numProd jw).rank = 1 := by
  -- single-qubit relations
  have th : sigmaMinusᴴ = !![0, 0; 1, 0] := by
    ext i j
    fin_cases i <;> fin_cases j <;> simp [sigmaMinus, conjTranspose_apply]
  have zh : pauliZᴴ = pauliZ := by
    ext i j
    fin_cases i <;> fin_cases j <;> simp [pauliZ, conjTranspose_apply]
  have ss : sigmaMinus * sigmaMinus = 0 := by
    ext i j
    fin_cases i <;> fin_cases j <;> simp [sigmaMinus, Matrix.mul_apply, Fin.sum_univ_two]
  have zz : pauliZ * pauliZ = 1 := by
    ext i j
    fin_cases i <;> fin_cases j <;> simp [pauliZ, Matrix.mul_apply, Fin.sum_univ_two]
  have sz : sigmaMinus * pauliZ + pauliZ * sigmaMinus = 0 := by
    ext i j
    fin_cases i <;> fin_cases j <;>
      simp [sigmaMinus, pauliZ]
  have zs : pauliZ * sigmaMinus + sigmaMinus * pauliZ = 0 := by
    rw [add_comm]
    exact sz
  have st : sigmaMinus * sigmaMinusᴴ + sigmaMinusᴴ * sigmaMinus = 1 := by
    rw [th]
    ext i j
    fin_cases i <;> fin_cases j <;> simp [sigmaMinus]
  have zt : pauliZ * sigmaMinusᴴ + sigmaMinusᴴ * pauliZ = 0 := by
    rw [th]
    ext i j
    fin_cases i <;> fin_cases j <;> simp [pauliZ]
  have ck : ∀ X Y : Matrix (Fin 2) (Fin 2) ℂ, (X ⊗ₖ Y)ᴴ = Xᴴ ⊗ₖ Yᴴ := by
    intro X Y
    first
      | exact conjTranspose_kronecker X Y
      | (ext ⟨a, b⟩ ⟨a', b'⟩; simp [conjTranspose_apply, kroneckerMap_apply, mul_comm])
  have a0 : jw 0 = sigmaMinus ⊗ₖ (1 : Matrix (Fin 2) (Fin 2) ℂ) := rfl
  have a1 : jw 1 = pauliZ ⊗ₖ sigmaMinus := rfl
  have d0 : (jw 0)ᴴ = sigmaMinusᴴ ⊗ₖ (1 : Matrix (Fin 2) (Fin 2) ℂ) := by
    rw [a0, ck, conjTranspose_one]
  have d1 : (jw 1)ᴴ = pauliZ ⊗ₖ sigmaMinusᴴ := by
    rw [a1, ck, zh]
  have hcases : ∀ i : Fin 2, i = 0 ∨ i = 1 := by decide
  have n01 : ¬ (0 : Fin 2) = 1 := by decide
  have n10 : ¬ (1 : Fin 2) = 0 := by decide
  have hc : IsCAR jw := by
    constructor
    · intro i j
      rcases hcases i with rfl | rfl <;> rcases hcases j with rfl | rfl
      · rw [a0]
        simp only [← Matrix.mul_kronecker_mul, Matrix.mul_one]
        rw [ss, zero_kronecker, add_zero]
      · rw [a0, a1]
        simp only [← Matrix.mul_kronecker_mul, Matrix.one_mul, Matrix.mul_one]
        rw [← add_kronecker, sz, zero_kronecker]
      · rw [a0, a1]
        simp only [← Matrix.mul_kronecker_mul, Matrix.one_mul, Matrix.mul_one]
        rw [← add_kronecker, zs, zero_kronecker]
      · rw [a1]
        simp only [← Matrix.mul_kronecker_mul]
        rw [ss, kronecker_zero, add_zero]
    · intro i j
      rcases hcases i with rfl | rfl <;> rcases hcases j with rfl | rfl
      · rw [if_pos rfl, d0, a0]
        simp only [← Matrix.mul_kronecker_mul, Matrix.mul_one]
        rw [← add_kronecker, st, one_kronecker_one]
      · rw [if_neg n01, d1, a0]
        simp only [← Matrix.mul_kronecker_mul, Matrix.one_mul, Matrix.mul_one]
        rw [← add_kronecker, sz, zero_kronecker]
      · rw [if_neg n10, d0, a1]
        simp only [← Matrix.mul_kronecker_mul, Matrix.one_mul, Matrix.mul_one]
        rw [← add_kronecker, zt, zero_kronecker]
      · rw [if_pos rfl, d1, a1]
        simp only [← Matrix.mul_kronecker_mul]
        rw [← kronecker_add, st, zz, one_kronecker_one]
  refine ⟨hc, ?_⟩
  have hr := (numProd_spec hc).2.2.1
  rw [Fintype.card_prod, Fintype.card_fin] at hr
  omega

end

end CARDimension
```

```lean
#print axioms CARDimension.numProd_spec
#print axioms CARDimension.two_pow_le_dim
```

```
'CARDimension.numProd_spec' depends on axioms: [propext, Classical.choice, Quot.sound]
'CARDimension.two_pow_le_dim' depends on axioms: [propext, Classical.choice, Quot.sound]
```
